# The Taylor error of erf(μr)/r bounds its high partial waves

For $\mu>0$, $0<r\le R$ and every natural number $N$,

$$\left|\frac{\operatorname{erf}(\mu r)}{r}-\frac{2\mu}{\sqrt\pi}\sum_{n=0}^{N}\frac{(-\mu^2r^2)^n}{n!\,(2n+1)}\right|\le T_N(R),\qquad T_N(R)=\frac{2\mu}{\sqrt\pi}\,\frac{(\mu R)^{2N+2}}{(N+1)!\,(2N+3)}.$$

For two electrons on shells of radii $0\le a<b$, the sum is a polynomial of degree at most $N$ in the cosine $x$ of the angle between them. Partial waves with $l>N$ therefore come only from the remainder, and $T_N(R)$ tends to zero faster than any geometric sequence.

## The long-range repulsion on two shells

Range separation splits the Coulomb repulsion, in atomic units, as $1/r=\operatorname{erf}(\mu r)/r+\operatorname{erfc}(\mu r)/r$. The parameter $\mu$ is an inverse length that sets where the long-range first term takes over. This term is given by a power series in $r^2$ that converges for every $r$, and at fixed, distinct radii its partial waves eventually fall off faster than any geometric sequence. The $l$-th partial wave is

$$V_l=\frac{2l+1}{2}\int_{-1}^{1}\frac{\operatorname{erf}(\mu r)}{r}\,P_l(x)\,dx,\qquad r^2=a^2+b^2-2abx,$$

with $P_l$ the Legendre polynomial. For electronic structure the result bounds each partial wave that is dropped when the angular expansion of the long-range kernel is cut off at fixed, distinct radii. The error of the cut-off kernel is the sum of all the dropped terms, which the file does not estimate; nor does it bound the error of a correlation energy or a wave function.

## What the theorems say

- `longRange_taylor_error` is the displayed inequality. `longRange` is the kernel, `taylorKernel` is the sum as a function of $s=r^2$, and `truncationBound` is $T_N(R)$. The error function is defined by its Gaussian integral.
- `taylorKernel_angular` gives a polynomial in $x$, of degree at most $N$, equal to the truncated kernel.
- `partialWave_bound` states that for $0\le a<b$ and $l>N$,
$$|V_l|\le\frac{2l+1}{2}\,T_N(a+b)\int_{-1}^{1}|P_l(x)|\,dx.$$
- `truncationBound_superGeometric` states that $q^N T_N(R)\to0$ for every $q>0$.

`legendreP` is defined by the Rodrigues formula, with the normalisation $P_l(1)=1$. The condition $a<b$ keeps $r$ positive. Equal radii are excluded: there $r=0$ at $x=1$, where Lean's division gives $0$ instead of the limit $2\mu/\sqrt\pi$.

The decay theorem concerns $T_N$. To carry it over to $V_l$, take $N=l-1$ and use the familiar bound $|P_l|\le1$ on $[-1,1]$, which the file does not prove; the remaining prefactor is then at most $2l+1$.

## Alternating remainders

Let $E_N(y)=e^{-y}-\sum_{n<N}(-y)^n/n!$. Then $(-1)^NE_N(y)\ge0$ for $y\ge0$. This holds for $N=0$, since $E_0=e^{-y}$. For the induction step,

$$\frac{d}{dy}\left[(-1)^{N+1}E_{N+1}(y)\right]=(-1)^NE_N(y)\ge0,\qquad E_{N+1}(0)=0,$$

and a function that starts at zero with nonnegative derivative stays nonnegative.

Now let

$$D_N(z)=\int_0^z e^{-t^2}dt-\sum_{n<N}\frac{(-1)^nz^{2n+1}}{n!\,(2n+1)}.$$

Since $D_N(0)=0$ and $D_N'(z)=E_N(z^2)$, the same argument gives $(-1)^ND_N(z)\ge0$ for $z\ge0$. Going from $D_{N+1}$ to $D_{N+2}$ subtracts one more term, so the two signs together give

$$0\le(-1)^{N+1}D_{N+1}(z)\le\frac{z^{2N+3}}{(N+1)!\,(2N+3)}.$$

Put $z=\mu r$ and multiply by $2/(\sqrt\pi\,r)$. The right side becomes $T_N(r)$, and $T_N(r)\le T_N(R)$ because $r\le R$.

## From the remainder to the partial waves

Since $-\mu^2r^2$ is linear in $x$, the truncated kernel is a polynomial $p(x)$ of degree at most $N$. Let $W=(x^2-1)^l$. Its derivatives of order below $l$ vanish at $x=\pm1$, so $l$ integrations by parts give

$$\int_{-1}^1p\,W^{(l)}dx=(-1)^l\int_{-1}^1p^{(l)}W\,dx=0\qquad(l>N).$$

As $P_l=W^{(l)}/(2^l\,l!)$, subtracting $p$ from the kernel leaves $V_l$ unchanged. On $[-1,1]$ we have $0<b-a\le r\le a+b$, so the difference is at most $T_N(a+b)$ in absolute value, and integrating against $|P_l|$ gives the bound.

For the decay, $(N+1)!\,(2N+3)\ge N!$ gives

$$0\le q^NT_N(R)\le\frac{2\mu}{\sqrt\pi}(\mu R)^2\,\frac{\left((\mu R)^2q\right)^N}{N!}\longrightarrow0.$$

## The Lean file

```lean
import Mathlib

open Polynomial Filter Topology

namespace LongRangeCoulombPartialWaves

noncomputable section

/-- The error function, defined by its Gaussian integral. -/
def errorFn (x : ℝ) : ℝ := 2 / √Real.pi * ∫ t in (0:ℝ)..x, Real.exp (-t ^ 2)

/-- The long-range electron repulsion `erf(μ r) / r` of range separation. -/
def longRange (μ r : ℝ) : ℝ := errorFn (μ * r) / r

/-- The Taylor polynomial of order `N` of the long-range repulsion, in the squared distance `s`. -/
def taylorKernel (μ : ℝ) (N : ℕ) (s : ℝ) : ℝ :=
  2 * μ / √Real.pi * ∑ n ∈ Finset.range (N + 1),
    (-(μ ^ 2 * s)) ^ n / ((n.factorial : ℝ) * (2 * n + 1))

/-- The size of the first omitted Taylor term at distance `R`. -/
def truncationBound (μ R : ℝ) (N : ℕ) : ℝ :=
  2 * μ / √Real.pi * ((μ * R) ^ (2 * N + 2) / (((N + 1).factorial : ℝ) * (2 * N + 3)))

/-- The Legendre polynomial of order `l`, by the Rodrigues formula. -/
def legendreP (l : ℕ) : ℝ[X] :=
  C (1 / (2 ^ l * (l.factorial : ℝ))) * derivative^[l] ((X ^ 2 - 1) ^ l)

/-- The `l`-th partial wave of the long-range repulsion between shells of radii `a` and `b`. -/
def partialWave (μ a b : ℝ) (l : ℕ) : ℝ :=
  (2 * l + 1) / 2 * ∫ x in (-1:ℝ)..1,
    longRange μ (√(a ^ 2 + b ^ 2 - 2 * a * b * x)) * (legendreP l).eval x

private theorem nonneg_of_hasDerivAt {f f' : ℝ → ℝ} (hd : ∀ x, HasDerivAt f (f' x) x)
    (h0 : f 0 = 0) (hp : ∀ x, 0 ≤ x → 0 ≤ f' x) {x : ℝ} (hx : 0 ≤ x) : 0 ≤ f x := by
  have hm : MonotoneOn f (Set.Ici 0) := by
    apply monotoneOn_of_deriv_nonneg (convex_Ici 0)
    · exact fun y _ => (hd y).continuousAt.continuousWithinAt
    · exact fun y _ => (hd y).differentiableAt.differentiableWithinAt
    · intro y hy
      rw [(hd y).deriv]
      exact hp y (interior_subset hy)
  have h := hm (Set.mem_Ici.2 le_rfl) (Set.mem_Ici.2 hx) hx
  rwa [h0] at h

private theorem hasDerivAt_gauss (y : ℝ) :
    HasDerivAt (fun x : ℝ => ∫ t in (0:ℝ)..x, Real.exp (-t ^ 2)) (Real.exp (-y ^ 2)) y :=
  ((by fun_prop : Continuous fun t : ℝ => Real.exp (-t ^ 2)).integral_hasStrictDerivAt
    0 y).hasDerivAt

/-- The Taylor remainders of `exp(-y)` for `y ≥ 0` alternate in sign with the order. -/
theorem exp_remainder_sign (N : ℕ) : ∀ y : ℝ, 0 ≤ y →
    0 ≤ (-1) ^ N * (Real.exp (-y) - ∑ n ∈ Finset.range N, (-y) ^ n / (n.factorial : ℝ)) := by
  induction N with
  | zero => intro y _; simp [Real.exp_nonneg]
  | succ N ih =>
    intro y hy
    -- differentiating the partial sum lowers its order by one
    have hs : ∀ (z : ℝ) (M : ℕ),
        HasDerivAt (fun y : ℝ => ∑ n ∈ Finset.range (M + 1), (-y) ^ n / (n.factorial : ℝ))
          (-∑ n ∈ Finset.range M, (-z) ^ n / (n.factorial : ℝ)) z := by
      intro z M
      induction M with
      | zero => simp [hasDerivAt_const]
      | succ M ihM =>
        have h1 : HasDerivAt (fun y : ℝ => (-y) ^ (M + 1) / ((M + 1).factorial : ℝ))
            (-((-z) ^ M / (M.factorial : ℝ))) z := by
          have h := (((hasDerivAt_id' z).fun_neg).fun_pow (M + 1)).div_const
            ((M + 1).factorial : ℝ)
          refine h.congr_deriv ?_
          have hM : (M.factorial : ℝ) ≠ 0 := by positivity
          have hM' : (M : ℝ) + 1 ≠ 0 := by positivity
          simp only [Nat.factorial_succ, Nat.add_sub_cancel, Nat.cast_mul, Nat.cast_add,
            Nat.cast_one]
          field_simp
        simp only [Finset.sum_range_succ _ (M + 1)]
        refine (ihM.fun_add h1).congr_deriv ?_
        rw [Finset.sum_range_succ]
        ring
    have hd : ∀ z : ℝ, HasDerivAt (fun y : ℝ => (-1) ^ (N + 1) * (Real.exp (-y) -
        ∑ n ∈ Finset.range (N + 1), (-y) ^ n / (n.factorial : ℝ)))
        ((-1) ^ N * (Real.exp (-z) - ∑ n ∈ Finset.range N, (-z) ^ n / (n.factorial : ℝ))) z := by
      intro z
      refine ((((hasDerivAt_id' z).fun_neg.exp).fun_sub (hs z N)).const_mul
        ((-1 : ℝ) ^ (N + 1))).congr_deriv ?_
      ring
    have h := nonneg_of_hasDerivAt hd (by simp [Finset.sum_range_succ']) ih hy
    exact h

/-- The Taylor remainders of the Gaussian integral from `0` to `x ≥ 0` alternate in sign. -/
theorem gauss_remainder_sign (N : ℕ) (x : ℝ) (hx : 0 ≤ x) :
    0 ≤ (-1) ^ N * ((∫ t in (0:ℝ)..x, Real.exp (-t ^ 2)) - ∑ n ∈ Finset.range N,
      (-1) ^ n * x ^ (2 * n + 1) / ((n.factorial : ℝ) * (2 * n + 1))) := by
  have hs : ∀ y : ℝ, HasDerivAt (fun x : ℝ => ∑ n ∈ Finset.range N,
      (-1) ^ n * x ^ (2 * n + 1) / ((n.factorial : ℝ) * (2 * n + 1)))
      (∑ n ∈ Finset.range N, (-y ^ 2) ^ n / (n.factorial : ℝ)) y := by
    intro y
    apply HasDerivAt.fun_sum
    intro n _
    refine (((hasDerivAt_pow (2 * n + 1) y).const_mul ((-1 : ℝ) ^ n)).div_const
      ((n.factorial : ℝ) * (2 * n + 1))).congr_deriv ?_
    have h1 : (n.factorial : ℝ) ≠ 0 := by positivity
    have h2 : 2 * (n : ℝ) + 1 ≠ 0 := by positivity
    rw [neg_pow (y ^ 2) n, ← pow_mul, Nat.add_sub_cancel]
    push_cast
    field_simp
  have h := nonneg_of_hasDerivAt
    (fun y => ((hasDerivAt_gauss y).fun_sub (hs y)).const_mul ((-1 : ℝ) ^ N))
    (by simp [pow_succ]) (fun y _ => exp_remainder_sign N (y ^ 2) (sq_nonneg y)) hx
  exact h

/-- For `0 < r ≤ R` the Taylor polynomial of order `N` reproduces `erf(μ r) / r` to within
the first omitted term taken at `R`. -/
theorem longRange_taylor_error {μ r R : ℝ} (hμ : 0 < μ) (hr : 0 < r) (hrR : r ≤ R) (N : ℕ) :
    |longRange μ r - taylorKernel μ N (r ^ 2)| ≤ truncationBound μ R N := by
  have hp : √Real.pi ≠ 0 := by positivity
  have hr' := hr.ne'
  -- two consecutive signs enclose the remainder
  have key : |(∫ t in (0:ℝ)..(μ * r), Real.exp (-t ^ 2)) - ∑ n ∈ Finset.range (N + 1),
      (-1) ^ n * (μ * r) ^ (2 * n + 1) / ((n.factorial : ℝ) * (2 * n + 1))| ≤
      (μ * r) ^ (2 * (N + 1) + 1) / (((N + 1).factorial : ℝ) * (2 * ((N + 1 : ℕ) : ℝ) + 1)) := by
    have h1 := gauss_remainder_sign (N + 1) (μ * r) (by positivity)
    have h2 := gauss_remainder_sign (N + 1 + 1) (μ * r) (by positivity)
    rw [Finset.sum_range_succ _ (N + 1), pow_succ (-1 : ℝ) (N + 1)] at h2
    rw [abs_le]
    rcases neg_one_pow_eq_or ℝ (N + 1) with h | h <;> rw [h] at h1 h2 <;>
      simp only [one_mul, neg_mul, neg_div, mul_neg, mul_one, neg_neg] at h1 h2 <;>
      constructor <;> linarith
  have hs : taylorKernel μ N (r ^ 2) = 2 / √Real.pi / r * ∑ n ∈ Finset.range (N + 1),
      (-1) ^ n * (μ * r) ^ (2 * n + 1) / ((n.factorial : ℝ) * (2 * n + 1)) := by
    rw [taylorKernel, Finset.mul_sum, Finset.mul_sum]
    refine Finset.sum_congr rfl fun n _ => ?_
    have h : (μ * r) ^ (2 * n + 1) = (μ * r) * (μ ^ 2 * r ^ 2) ^ n := by
      rw [pow_succ, pow_mul, mul_pow μ r 2]; ring
    rw [h, neg_pow (μ ^ 2 * r ^ 2) n]
    generalize (μ ^ 2 * r ^ 2) ^ n = w
    field_simp
  have e : ∀ I S : ℝ, 2 / √Real.pi * I / r - 2 / √Real.pi / r * S
      = 2 / √Real.pi / r * (I - S) := by intro I S; ring
  rw [hs, longRange, errorFn, e, abs_mul,
    abs_of_pos (show 0 < 2 / √Real.pi / r by positivity)]
  refine (mul_le_mul_of_nonneg_left key (by positivity)).trans ?_
  have hN : 2 * ((N + 1 : ℕ) : ℝ) + 1 = 2 * N + 3 := by push_cast; ring
  have hb : 2 / √Real.pi / r * ((μ * r) ^ (2 * (N + 1) + 1) /
      (((N + 1).factorial : ℝ) * (2 * ((N + 1 : ℕ) : ℝ) + 1))) = truncationBound μ r N := by
    rw [hN, truncationBound,
      show (μ * r) ^ (2 * (N + 1) + 1) = (μ * r) * (μ * r) ^ (2 * N + 2) by ring]
    generalize (μ * r) ^ (2 * N + 2) = w
    field_simp
  rw [hb]
  unfold truncationBound
  gcongr

/-- At `r² = a² + b² - 2abx` the truncated repulsion is a polynomial in `x` of degree at
most `N`. -/
theorem taylorKernel_angular (μ a b : ℝ) (N : ℕ) : ∃ q : ℝ[X], q.natDegree ≤ N ∧
    ∀ x, q.eval x = taylorKernel μ N (a ^ 2 + b ^ 2 - 2 * a * b * x) := by
  refine ⟨C (2 * μ / √Real.pi) * ∑ n ∈ Finset.range (N + 1),
    C (1 / ((n.factorial : ℝ) * (2 * n + 1))) *
      (C (2 * μ ^ 2 * a * b) * X + C (-(μ ^ 2 * (a ^ 2 + b ^ 2)))) ^ n, ?_, fun x => ?_⟩
  · refine (natDegree_C_mul_le _ _).trans (natDegree_sum_le_of_forall_le _ _ fun n hn => ?_)
    refine (natDegree_C_mul_le _ _).trans
      ((natDegree_pow_le_of_le n natDegree_linear_le).trans ?_)
    have := Finset.mem_range.1 hn
    omega
  · simp only [taylorKernel, eval_mul, eval_C, eval_finsetSum, eval_pow, eval_add, eval_X]
    congr 1
    refine Finset.sum_congr rfl fun n _ => ?_
    rw [show 2 * μ ^ 2 * a * b * x + -(μ ^ 2 * (a ^ 2 + b ^ 2))
      = -(μ ^ 2 * (a ^ 2 + b ^ 2 - 2 * a * b * x)) by ring, one_div, inv_mul_eq_div]

private theorem integral_by_parts (W : ℝ[X]) (j : ℕ) : ∀ q : ℝ[X],
    (∀ i < j, (derivative^[i] W).eval 1 = 0 ∧ (derivative^[i] W).eval (-1) = 0) →
    derivative^[j] q = 0 → ∫ x in (-1:ℝ)..1, q.eval x * (derivative^[j] W).eval x = 0 := by
  induction j with
  | zero =>
    intro q _ hq
    have h : q = 0 := hq
    simp [h]
  | succ j ih =>
    intro q hW hq
    have parts := intervalIntegral.integral_mul_deriv_eq_deriv_mul (a := (-1:ℝ)) (b := 1)
      (u := fun x => q.eval x) (v := fun x => (derivative^[j] W).eval x)
      (u' := fun x => (derivative q).eval x)
      (v' := fun x => (derivative (derivative^[j] W)).eval x)
      (fun x _ => q.hasDerivAt x) (fun x _ => Polynomial.hasDerivAt _ x)
      ((Polynomial.continuous _).intervalIntegrable _ _)
      ((Polynomial.continuous _).intervalIntegrable _ _)
    have ih' := ih (derivative q) (fun i hi => hW i (by omega)) hq
    obtain ⟨h1, h2⟩ := hW j (by omega)
    rw [Function.iterate_succ_apply']
    refine parts.trans ?_
    simp only [h1, h2, ih', mul_zero, sub_zero]

/-- The Legendre polynomial of order `l` is orthogonal on `[-1, 1]` to every polynomial of
lower degree. -/
theorem legendreP_orthogonal {l : ℕ} {q : ℝ[X]} (hq : q.natDegree < l) :
    ∫ x in (-1:ℝ)..1, q.eval x * (legendreP l).eval x = 0 := by
  have hroot : ∀ i < l, ∀ c : ℝ, c ^ 2 = 1 →
      (derivative^[i] ((X ^ 2 - 1 : ℝ[X]) ^ l)).eval c = 0 := by
    intro i hi c hc
    have h1 : X - C c ∣ (X ^ 2 - 1 : ℝ[X]) := by
      apply dvd_iff_isRoot.2
      change eval c (X ^ 2 - 1 : ℝ[X]) = 0
      rw [eval_sub, eval_pow, eval_X, eval_one, hc, sub_self]
    have h2 := pow_sub_dvd_iterate_derivative_of_pow_dvd i (pow_dvd_pow_of_dvd h1 l)
    exact dvd_iff_isRoot.1 ((dvd_pow_self _ (by omega)).trans h2)
  have h := integral_by_parts ((X ^ 2 - 1) ^ l) l q
    (fun i hi => ⟨hroot i hi 1 (by norm_num), hroot i hi (-1) (by norm_num)⟩)
    (iterate_derivative_eq_zero hq)
  have e : (fun x : ℝ => q.eval x * (legendreP l).eval x) = fun x =>
      1 / (2 ^ l * (l.factorial : ℝ)) *
        (q.eval x * (derivative^[l] ((X ^ 2 - 1 : ℝ[X]) ^ l)).eval x) := by
    funext x
    rw [legendreP, eval_mul, eval_C, mul_left_comm]
  rw [e, intervalIntegral.integral_const_mul, h, mul_zero]

/-- For shells `0 ≤ a < b`, each partial wave with `l > N` is bounded by the truncation bound
at distance `a + b`, times `(2l+1)/2` and the integral of `|P_l|`. -/
theorem partialWave_bound {μ a b : ℝ} (hμ : 0 < μ) (ha : 0 ≤ a) (hab : a < b) {N l : ℕ}
    (hl : N < l) : |partialWave μ a b l| ≤ (2 * l + 1) / 2 *
      (truncationBound μ (a + b) N * ∫ x in (-1:ℝ)..1, |(legendreP l).eval x|) := by
  obtain ⟨q, hq, hqe⟩ := taylorKernel_angular μ a b N
  have hm : 0 ≤ a * b := mul_nonneg ha (ha.trans hab.le)
  have hpos : ∀ x ∈ Set.Icc (-1:ℝ) 1, 0 < a ^ 2 + b ^ 2 - 2 * a * b * x := fun x hx => by
    nlinarith [mul_nonneg hm (sub_nonneg.2 hx.2), pow_pos (sub_pos.2 hab) 2]
  have hbd : ∀ x ∈ Set.Icc (-1:ℝ) 1,
      |longRange μ (√(a ^ 2 + b ^ 2 - 2 * a * b * x)) - q.eval x|
        ≤ truncationBound μ (a + b) N := by
    intro x hx
    have hle : √(a ^ 2 + b ^ 2 - 2 * a * b * x) ≤ a + b :=
      Real.sqrt_le_iff.2 ⟨by linarith, by
        nlinarith [mul_nonneg hm (show 0 ≤ 1 + x by linarith [hx.1])]⟩
    have h := longRange_taylor_error hμ (Real.sqrt_pos.2 (hpos x hx)) hle N
    rwa [Real.sq_sqrt (hpos x hx).le, ← hqe] at h
  have hE : Continuous errorFn := continuous_const.mul
    (continuous_iff_continuousAt.2 fun y => (hasDerivAt_gauss y).continuousAt)
  have hK : ContinuousOn (fun x => longRange μ (√(a ^ 2 + b ^ 2 - 2 * a * b * x)))
      (Set.Icc (-1:ℝ) 1) :=
    (hE.comp (by fun_prop : Continuous fun x : ℝ =>
      μ * √(a ^ 2 + b ^ 2 - 2 * a * b * x))).continuousOn.div
      (by fun_prop : Continuous fun x : ℝ => √(a ^ 2 + b ^ 2 - 2 * a * b * x)).continuousOn
      (fun x hx => (Real.sqrt_pos.2 (hpos x hx)).ne')
  have hi1 := ContinuousOn.intervalIntegrable_of_Icc (μ := MeasureTheory.volume)
    (by norm_num : (-1:ℝ) ≤ 1) (hK.mul (legendreP l).continuous.continuousOn)
  have hi2 := (q.continuous.mul (legendreP l).continuous).intervalIntegrable
    (μ := MeasureTheory.volume) (-1) 1
  -- the polynomial part drops out by orthogonality
  have e : ∫ x in (-1:ℝ)..1,
      longRange μ (√(a ^ 2 + b ^ 2 - 2 * a * b * x)) * (legendreP l).eval x =
      ∫ x in (-1:ℝ)..1, (longRange μ (√(a ^ 2 + b ^ 2 - 2 * a * b * x)) - q.eval x)
        * (legendreP l).eval x := by
    have h := intervalIntegral.integral_sub hi1 hi2
    simp only [Pi.mul_apply] at h
    have ho := legendreP_orthogonal (hq.trans_lt hl)
    simp only [sub_mul]
    refine Eq.symm (h.trans ?_)
    rw [ho, sub_zero]
  rw [partialWave, abs_mul, abs_of_pos (show (0:ℝ) < (2 * l + 1) / 2 by positivity), e,
    ← intervalIntegral.integral_const_mul]
  refine mul_le_mul_of_nonneg_left ?_ (by positivity)
  rw [← Real.norm_eq_abs]
  refine intervalIntegral.norm_integral_le_of_norm_le (by norm_num)
    (Eventually.of_forall fun x hx => ?_)
    ((continuous_const.mul (legendreP l).continuous.abs).intervalIntegrable _ _)
  rw [Real.norm_eq_abs, abs_mul]
  exact mul_le_mul_of_nonneg_right (hbd x ⟨hx.1.le, hx.2⟩) (abs_nonneg _)

/-- The truncation bound decays faster than any geometric sequence: it tends to zero even
after multiplication by `q ^ N`, for every `q > 0`. -/
theorem truncationBound_superGeometric {μ q : ℝ} (hμ : 0 < μ) (hq : 0 < q) (R : ℝ) :
    Tendsto (fun N : ℕ => q ^ N * truncationBound μ R N) atTop (𝓝 0) := by
  have e : ∀ N : ℕ, q ^ N * truncationBound μ R N = 2 * μ / √Real.pi * (μ * R) ^ 2 *
      (((μ * R) ^ 2 * q) ^ N / (((N + 1).factorial : ℝ) * (2 * N + 3))) := by
    intro N
    rw [truncationBound, mul_pow ((μ * R) ^ 2) q N, ← pow_mul, pow_add (μ * R) (2 * N) 2]
    ring
  have hlim := (FloorSemiring.tendsto_pow_div_factorial_atTop ((μ * R) ^ 2 * q)).const_mul
    (2 * μ / √Real.pi * (μ * R) ^ 2)
  rw [mul_zero] at hlim
  refine squeeze_zero (fun N => ?_) (fun N => ?_) hlim
  · rw [e]; positivity
  · rw [e]
    have hf : (0:ℝ) < (N.factorial : ℝ) := by positivity
    have h1 : (1:ℝ) ≤ (N + 1) * (2 * N + 3) := by
      nlinarith [(Nat.cast_nonneg N : (0:ℝ) ≤ N)]
    have hden : (N.factorial : ℝ) ≤ ((N + 1).factorial : ℝ) * (2 * N + 3) := by
      rw [Nat.factorial_succ]
      push_cast
      nlinarith [mul_le_mul_of_nonneg_left h1 hf.le]
    exact mul_le_mul_of_nonneg_left
      (div_le_div_of_nonneg_left (by positivity) hf hden) (by positivity)

end

end LongRangeCoulombPartialWaves
```

```lean
#print axioms LongRangeCoulombPartialWaves.partialWave_bound
-- 'LongRangeCoulombPartialWaves.partialWave_bound' depends on axioms: [propext, Classical.choice, Quot.sound]
#print axioms LongRangeCoulombPartialWaves.truncationBound_superGeometric
-- 'LongRangeCoulombPartialWaves.truncationBound_superGeometric' depends on axioms: [propext, Classical.choice, Quot.sound]
```

## How the proof follows the derivation

`nonneg_of_hasDerivAt` is the monotonicity argument. `exp_remainder_sign` uses it in the induction for $E_N$, where the inner fact `hs` differentiates the partial sum. `gauss_remainder_sign` uses it once more for $D_N$, with `hasDerivAt_gauss` supplying the derivative of the integral.

In `longRange_taylor_error`, `key` combines the signs at orders $N+1$ and $N+2$. It splits on whether $(-1)^{N+1}$ is $1$ or $-1$, and `linarith` closes each case. The facts `hs` and `hb` carry out the rescaling by $2/(\sqrt\pi\,r)$, and `gcongr` replaces $r$ by $R$.

`integral_by_parts` is an induction on the number of derivatives moved onto the polynomial. `legendreP_orthogonal` supplies the vanishing boundary terms: $x\mp1$ divides $x^2-1$, so it still divides every derivative of $W$ of order below $l$.

In `partialWave_bound`, the polynomial $p$ is called `q`. The facts `hpos` and `hbd` establish $r>0$ and the pointwise bound, `hK` gives the continuity needed for integrability, and `e` subtracts the polynomial by orthogonality. The last theorem squeezes $q^NT_N(R)$ between zero and a multiple of Mathlib's limit for a power divided by a factorial.
